# The squared norm missing from the retained part of an eigenvector as an energy slope, in a finite block model

Let $(p,q)$ be an eigenvector, with real eigenvalue $E_0$, of a finite block matrix with blocks $A$, $B$, $B^\dagger$, $C$, where $C$ is Hermitian and does not have $E_0$ as an eigenvalue, and let $W(E)=B(E-C)^{-1}B^\dagger$. Then $(A+W(E_0))\,p=E_0\,p$, and the squared norm lost by keeping only $p$, which is $\|q\|^2$, equals $-\frac{d}{dE}\langle p,W(E)p\rangle$ at $E_0$.

In Lean 4 with Mathlib:

```lean
import Mathlib

open Matrix Filter Topology

namespace DepletionHole

noncomputable section

variable {m n : Type*} [Fintype m] [Fintype n] [DecidableEq n]

/-- The full Hamiltonian, with retained block `A`, eliminated block `C` and coupling `B`. -/
def fullH (A : Matrix m m ℂ) (B : Matrix m n ℂ) (C : Matrix n n ℂ) :
    Matrix (m ⊕ n) (m ⊕ n) ℂ := Matrix.fromBlocks A B Bᴴ C

/-- The matrix `E - C` on the eliminated space. -/
def detuning (C : Matrix n n ℂ) (E : ℝ) : Matrix n n ℂ := (E : ℂ) • 1 - C

/-- The energy `E` is not an eigenvalue of the eliminated block `C`. -/
def OffResonant (C : Matrix n n ℂ) (E : ℝ) : Prop :=
  ∀ v : n → ℂ, C *ᵥ v = (E : ℂ) • v → v = 0

/-- The energy-dependent pseudopotential `W(E) = B (E - C)⁻¹ Bᴴ`, for `E` not an eigenvalue
of `C`. -/
def W (B : Matrix m n ℂ) (C : Matrix n n ℂ) (E : ℝ) : Matrix m m ℂ :=
  B * (detuning C E)⁻¹ * Bᴴ

/-- The eliminated amplitude `(E - C)⁻¹ Bᴴ p` induced by `p`, for `E` not an eigenvalue
of `C`. -/
def holeAmp (B : Matrix m n ℂ) (C : Matrix n n ℂ) (E : ℝ) (p : m → ℂ) : n → ℂ :=
  (detuning C E)⁻¹ *ᵥ (Bᴴ *ᵥ p)

/-- The squared norm of a state, the sum of its squared moduli. -/
def weight {k : Type*} [Fintype k] (v : k → ℂ) : ℝ := ∑ i, ‖v i‖ ^ 2

lemma detuning_mulVec (C : Matrix n n ℂ) (E : ℝ) (v : n → ℂ) :
    detuning C E *ᵥ v = (E : ℂ) • v - C *ᵥ v := by
  simp [detuning, Matrix.sub_mulVec, Matrix.smul_mulVec]

/-- An energy is not an eigenvalue of `C` exactly when `E - C` has nonzero determinant. -/
theorem offResonant_iff_det (C : Matrix n n ℂ) (E : ℝ) :
    OffResonant C E ↔ (detuning C E).det ≠ 0 := by
  constructor
  · intro h h0
    obtain ⟨v, hv, hv0⟩ := Matrix.exists_mulVec_eq_zero_iff.mpr h0
    rw [detuning_mulVec] at hv0
    exact hv (h v (sub_eq_zero.mp hv0).symm)
  · intro hd v hv
    by_contra hv0
    exact hd (Matrix.exists_mulVec_eq_zero_iff.mp
      ⟨v, hv0, by rw [detuning_mulVec, hv, sub_self]⟩)

lemma detuning_holeAmp (B : Matrix m n ℂ) {C : Matrix n n ℂ} {E : ℝ}
    (h : (detuning C E).det ≠ 0) (p : m → ℂ) :
    detuning C E *ᵥ holeAmp B C E p = Bᴴ *ᵥ p := by
  rw [holeAmp, Matrix.mulVec_mulVec,
    Matrix.mul_nonsing_inv _ (isUnit_iff_ne_zero.mpr h), Matrix.one_mulVec]

lemma W_mulVec (B : Matrix m n ℂ) (C : Matrix n n ℂ) (E : ℝ) (p : m → ℂ) :
    W B C E *ᵥ p = B *ᵥ holeAmp B C E p := by
  simp [W, holeAmp, Matrix.mulVec_mulVec, Matrix.mul_assoc]

omit [DecidableEq n] in
/-- The full eigenvalue equation is a pair of coupled equations for the retained and
eliminated amplitudes. -/
theorem full_iff_coupled (A : Matrix m m ℂ) (B : Matrix m n ℂ) (C : Matrix n n ℂ)
    (E : ℝ) (p : m → ℂ) (q : n → ℂ) :
    fullH A B C *ᵥ Sum.elim p q = (E : ℂ) • Sum.elim p q ↔
      A *ᵥ p + B *ᵥ q = (E : ℂ) • p ∧ Bᴴ *ᵥ p + C *ᵥ q = (E : ℂ) • q := by
  rw [fullH, Matrix.fromBlocks_mulVec]
  constructor
  · intro h
    constructor
    · funext i
      simpa using congrFun h (Sum.inl i)
    · funext i
      simpa using congrFun h (Sum.inr i)
  · rintro ⟨h1, h2⟩
    funext i
    cases i with
    | inl i => simpa using congrFun h1 i
    | inr i => simpa using congrFun h2 i

/-- Off resonance, `(p, q)` solves the full problem exactly when `p` solves the model problem
at the same energy and `q` is the eliminated amplitude induced by `p`. -/
theorem full_iff_model (A : Matrix m m ℂ) (B : Matrix m n ℂ) {C : Matrix n n ℂ} {E : ℝ}
    (hE : OffResonant C E) (p : m → ℂ) (q : n → ℂ) :
    fullH A B C *ᵥ Sum.elim p q = (E : ℂ) • Sum.elim p q ↔
      (A + W B C E) *ᵥ p = (E : ℂ) • p ∧ q = holeAmp B C E p := by
  have hd := (offResonant_iff_det C E).mp hE
  rw [full_iff_coupled, Matrix.add_mulVec, W_mulVec]
  constructor
  · rintro ⟨h1, h2⟩
    -- solve the second equation for `q`
    have h3 : detuning C E *ᵥ q = Bᴴ *ᵥ p := by
      rw [detuning_mulVec, ← h2, add_sub_cancel_right]
    have hq : q = holeAmp B C E p := by
      rw [holeAmp, ← h3, Matrix.mulVec_mulVec,
        Matrix.nonsing_inv_mul _ (isUnit_iff_ne_zero.mpr hd), Matrix.one_mulVec]
    exact ⟨by rw [← hq]; exact h1, hq⟩
  · rintro ⟨h1, hq⟩
    have h3 := detuning_holeAmp B hd p
    rw [← hq, detuning_mulVec] at h3
    exact ⟨by rw [hq]; exact h1, by rw [← h3, sub_add_cancel]⟩

/-- Exact secant formula for `⟨p, W(E) p⟩`, with `p` not necessarily normalised, where `q` solves
`(E₀ - C) q = Bᴴ p`. -/
theorem expectation_secant (B : Matrix m n ℂ) {C : Matrix n n ℂ} (hC : C.IsHermitian)
    {E₀ E : ℝ} (hE : (detuning C E).det ≠ 0) {p : m → ℂ} {q : n → ℂ}
    (hq : detuning C E₀ *ᵥ q = Bᴴ *ᵥ p) :
    star p ⬝ᵥ (W B C E *ᵥ p) =
      star q ⬝ᵥ (Bᴴ *ᵥ p) - ((E : ℂ) - E₀) * (star q ⬝ᵥ holeAmp B C E p) := by
  have hD : (detuning C E₀)ᴴ = detuning C E₀ := by
    simp [detuning, Matrix.conjTranspose_sub, Matrix.conjTranspose_smul, hC.eq]
  have h1 : star p ⬝ᵥ (W B C E *ᵥ p) = star (Bᴴ *ᵥ p) ⬝ᵥ holeAmp B C E p := by
    rw [W_mulVec, Matrix.dotProduct_mulVec, Matrix.star_mulVec,
      Matrix.conjTranspose_conjTranspose]
  -- move `E₀ - C` across the inner product and compare it with `E - C`
  have h2 : detuning C E₀ *ᵥ holeAmp B C E p =
      Bᴴ *ᵥ p - ((E : ℂ) - E₀) • holeAmp B C E p := by
    rw [← detuning_holeAmp B hE p, detuning_mulVec, detuning_mulVec]
    module
  rw [h1, ← hq, Matrix.star_mulVec, hD, ← Matrix.dotProduct_mulVec, h2, hq,
    dotProduct_sub, dotProduct_smul, smul_eq_mul]

omit [DecidableEq n] in
lemma star_dot_self (q : n → ℂ) : star q ⬝ᵥ q = (weight q : ℂ) := by
  simp only [dotProduct, weight, Pi.star_apply, Complex.ofReal_sum]
  refine Finset.sum_congr rfl fun i _ => ?_
  rw [Complex.star_def, mul_comm, Complex.mul_conj, Complex.normSq_eq_norm_sq]

lemma continuousAt_overlap (B : Matrix m n ℂ) {C : Matrix n n ℂ} {E₀ : ℝ}
    (h : (detuning C E₀).det ≠ 0) (p : m → ℂ) (q : n → ℂ) :
    ContinuousAt (fun E : ℝ => star q ⬝ᵥ holeAmp B C E p) E₀ := by
  have hc : Continuous fun E : ℝ => detuning C E :=
    (Complex.continuous_ofReal.smul continuous_const).sub continuous_const
  have ha : Continuous fun E : ℝ =>
      star q ⬝ᵥ ((detuning C E).adjugate *ᵥ (Bᴴ *ᵥ p)) := by
    simp only [dotProduct]
    exact continuous_finsetSum _ fun i _ => continuous_const.mul
      ((continuous_apply i).comp (hc.matrix_adjugate.matrix_mulVec continuous_const))
  -- the inverse is the adjugate divided by the determinant
  have he : (fun E : ℝ => star q ⬝ᵥ holeAmp B C E p) = fun E : ℝ =>
      ((detuning C E).det)⁻¹ * (star q ⬝ᵥ ((detuning C E).adjugate *ᵥ (Bᴴ *ᵥ p))) := by
    funext E
    rw [holeAmp, Matrix.inv_def, Ring.inverse_eq_inv', Matrix.smul_mulVec,
      dotProduct_smul, smul_eq_mul]
  rw [he]
  exact (hc.matrix_det.continuousAt.inv₀ h).mul ha.continuousAt

/-- Depletion-hole theorem: the retained part `p` of a full eigenvector solves the model problem,
the full squared norm minus that of `p` is the squared norm of `q`, and this difference is minus the
energy derivative of `⟨p, W(E) p⟩` at the eigenvalue. -/
theorem depletion_hole (A : Matrix m m ℂ) (B : Matrix m n ℂ) {C : Matrix n n ℂ}
    (hC : C.IsHermitian) {E₀ : ℝ} (hE : OffResonant C E₀) {p : m → ℂ} {q : n → ℂ}
    (h : fullH A B C *ᵥ Sum.elim p q = (E₀ : ℂ) • Sum.elim p q) :
    (A + W B C E₀) *ᵥ p = (E₀ : ℂ) • p ∧
    weight (Sum.elim p q) - weight p = weight q ∧
    HasDerivAt (fun E : ℝ => star p ⬝ᵥ (W B C E *ᵥ p))
      (-((weight (Sum.elim p q) - weight p : ℝ) : ℂ)) E₀ := by
  obtain ⟨hp, hq⟩ := (full_iff_model A B hE p q).mp h
  have hd := (offResonant_iff_det C E₀).mp hE
  have hw : weight (Sum.elim p q) - weight p = weight q := by
    simp [weight, Fintype.sum_sum_type]
  refine ⟨hp, hw, ?_⟩
  have hDq : detuning C E₀ *ᵥ q = Bᴴ *ᵥ p := by
    rw [hq]
    exact detuning_holeAmp B hd p
  have hg := (continuousAt_overlap B hd p q).neg.tendsto
  have hc : Continuous fun E : ℝ => (detuning C E).det :=
    ((Complex.continuous_ofReal.smul continuous_const).sub continuous_const).matrix_det
  have hev : ∀ᶠ E in 𝓝 E₀, (detuning C E).det ≠ 0 := hc.continuousAt.eventually_ne hd
  have hlim : -(star q ⬝ᵥ holeAmp B C E₀ p) = -(weight q : ℂ) := by
    rw [← hq, star_dot_self]
  rw [hw, hasDerivAt_iff_tendsto_slope, ← hlim]
  -- the secant slope is a continuous overlap near the eigenvalue
  refine (hg.mono_left nhdsWithin_le_nhds).congr' ?_
  filter_upwards [nhdsWithin_le_nhds hev, self_mem_nhdsWithin] with E hdE hmem
  have hne : E ≠ E₀ := hmem
  have hne' : (E : ℂ) - E₀ ≠ 0 := sub_ne_zero.mpr (Complex.ofReal_injective.ne hne)
  simp only [slope_def_module]
  rw [expectation_secant B hC hdE hDq, expectation_secant B hC hd hDq,
    Complex.real_smul, Complex.ofReal_inv, Complex.ofReal_sub,
    eq_inv_mul_iff_mul_eq₀ hne']
  simp only [Pi.neg_apply]
  ring

/-- Two degenerate levels at energy 0 with unit coupling satisfy the hypotheses of the
depletion-hole theorem at energy 1, with both amplitudes equal to 1. -/
theorem depletion_hole_witness :
    (!![0] : Matrix (Fin 1) (Fin 1) ℂ).IsHermitian ∧
    OffResonant (!![0] : Matrix (Fin 1) (Fin 1) ℂ) 1 ∧
    fullH (!![0] : Matrix (Fin 1) (Fin 1) ℂ) (!![1] : Matrix (Fin 1) (Fin 1) ℂ) !![0] *ᵥ
      Sum.elim ![1] ![1] = ((1 : ℝ) : ℂ) • Sum.elim ![1] ![1] := by
  refine ⟨?_, ?_, ?_⟩
  · exact Matrix.IsHermitian.ext fun i j => by fin_cases i; fin_cases j; simp
  · rw [offResonant_iff_det]
    simp [detuning]
  · rw [full_iff_coupled]
    constructor <;> ext i <;> fin_cases i <;>
      simp [Matrix.mulVec, dotProduct, Matrix.conjTranspose_apply]

end

end DepletionHole
```

```lean
#print axioms DepletionHole.depletion_hole
```

```
'DepletionHole.depletion_hole' depends on axioms: [propext, Classical.choice, Quot.sound]
```

## Retained and eliminated amplitudes

The index types `m` and `n` label finite orthonormal bases of the retained and the eliminated space. `fullH A B C` is the Hamiltonian on both together, and `Sum.elim p q` is the state with retained part $p$ and eliminated part $q$. The model problem acts on $p$ alone, with the eliminated levels replaced by the energy-dependent term `W B C E`. The file calls this term a pseudopotential; it is the self-energy of Löwdin partitioning, not the smooth ionic potential that electronic-structure codes call by that name. What the model state lacks is the weight $\|q\|^2$, which the file calls the depletion hole. In pseudopotential theory that name usually refers to the opposite sign: a deficit of the true density in the core relative to the pseudo-density.

The theorem `depletion_hole` has three hypotheses:

- `hC` says that $C$ is Hermitian. $A$ may be any square matrix; in a physical Hamiltonian it is Hermitian too.
- `hE` says that $Cv=E_0v$ forces $v=0$. Physically, the state is not resonant with a level of the uncoupled eliminated block.
- `h` is the full eigenvalue equation. It does not ask for a nonzero vector, so the zero vector is covered trivially.

The conclusion has three parts: the model equation, the identity `weight (Sum.elim p q) - weight p = weight q`, and a `HasDerivAt` statement for $\langle p,W(E)p\rangle$, in which $p$ is not rescaled to unit norm. Here `weight` is the squared norm, and `star p ⬝ᵥ v` is $\langle p,v\rangle$, conjugate-linear in the first slot. The energy is a real variable, and $p$ stays fixed while it varies.

For a non-interacting Hamiltonian in a finite orthonormal basis, this bears on electronic structure as follows: the matrix $A+W(E_0)$, with $W$ frozen at $E_0$, reproduces the eigenvalue and, up to normalisation, the retained amplitude, while for a normalised full state the slope of $\langle p,W(E)p\rangle$ at $E_0$ is minus the probability missing from $p$. The model has no core radius and no radial wavefunction, so it is not the identity relating norm conservation to logarithmic derivatives.

## Eliminating $q$

Written by blocks, the eigenvalue equation is

$$Ap+Bq=E_0p,\qquad B^\dagger p+Cq=E_0q .$$

The second equation says $(E_0-C)q=B^\dagger p$. A nonzero vector annihilated by $E_0-C$ would be an eigenvector of $C$ at $E_0$, which is excluded, so the matrix is invertible and

$$q=(E_0-C)^{-1}B^\dagger p .$$

Then $Bq=W(E_0)p$, and the first equation becomes the model equation. If $p$ were zero, $q$ would vanish as well, so a genuine eigenvector always leaves a nonzero model state.

In the file, `full_iff_coupled` splits the equation into blocks and `offResonant_iff_det` turns the resonance condition into a nonzero determinant. `full_iff_model` carries out the elimination in both directions: a model solution $p$, completed by `holeAmp B C E p`, also solves the full problem.

## An exact secant formula

Write $x(E)=(E-C)^{-1}B^\dagger p$, which is `holeAmp`, so that $x(E_0)=q$. For every $E$ that is not an eigenvalue of $C$,

$$
\begin{aligned}
\langle p,W(E)p\rangle &= \langle B^\dagger p,\,x(E)\rangle\\
&= \langle (E_0-C)q,\,x(E)\rangle\\
&= \langle q,\,(E_0-C)x(E)\rangle\\
&= \langle q,\,(E-C)x(E)-(E-E_0)x(E)\rangle\\
&= \langle q,B^\dagger p\rangle-(E-E_0)\langle q,x(E)\rangle .
\end{aligned}
$$

The third line uses that $C$ is Hermitian and $E_0$ real. At $E=E_0$ the formula gives $\langle q,B^\dagger p\rangle$. Subtracting this value and dividing by $E-E_0$ gives, for $E\neq E_0$,

$$\frac{\langle p,W(E)p\rangle-\langle p,W(E_0)p\rangle}{E-E_0}=-\langle q,x(E)\rangle .$$

The inverse of $E-C$ is its adjugate divided by its determinant. Both are polynomial in $E$, and the determinant is nonzero at $E_0$, so $x(E)$ is continuous there. The right-hand side therefore tends to $-\langle q,q\rangle=-\|q\|^2$.

The theorem `expectation_secant` is the displayed chain: its `h1` is the first line, and its `h2` rewrites $(E_0-C)x(E)$. `continuousAt_overlap` is the continuity argument, and `star_dot_self` identifies $\langle q,q\rangle$ with `weight q`.

## The derivative as a limit of slopes

The proof of `depletion_hole` never differentiates a matrix inverse. It turns on `hasDerivAt_iff_tendsto_slope`, which says that a function has derivative $f'$ at $E_0$ exactly when its secant slope tends to $f'$ as $E\to E_0$ with $E\neq E_0$.

The function $-\langle q,x(E)\rangle$ is continuous at $E_0$, so it already has the required limit as $E\to E_0$ without restriction, and `mono_left nhdsWithin_le_nhds` restricts that limit to the punctured one. Then `congr'` replaces the function by the secant slope, which only has to agree with it close to $E_0$. The `filter_upwards` step supplies the two facts needed for this agreement: the determinant of $E-C$ is nonzero near $E_0$, and $E\neq E_0$ permits the division.

## Two levels with numbers

Take $A=0$, $B=2$, $C=-3$. The matrix

$$\begin{pmatrix}0&2\\2&-3\end{pmatrix}$$

has eigenvalues $1$ and $-4$. At $E_0=1$ the normalised eigenvector is $p=2/\sqrt5$, $q=1/\sqrt5$.

Here $W(E)=4/(E+3)$, so $W(1)=1$ and the model equation reads $1\cdot p=1\cdot p$. The full squared norm is $1$ and the model's is $4/5$, which leaves a hole of $1/5$. On the other side, $W'(1)=-4/16=-1/4$, and multiplying by $|p|^2=4/5$ gives the slope $-1/5$, as required.

The file has its own example in `depletion_hole_witness`: two levels at energy $0$ with unit coupling satisfy all three hypotheses at $E_0=1$. Both amplitudes are $1$ in the code, or $1/\sqrt2$ after normalisation, so half of the squared norm sits in the eliminated part.
